# A two-state bright-exciton Hamiltonian is time-reversal invariant exactly when its diagonal energies for the two circular polarisations are equal

The bright exciton is modelled by a 2 × 2 complex Hermitian matrix `H`, whose basis states are the two circular polarisations. Time reversal conjugates every entry and exchanges the two polarisations. The theorem says that `H` is unchanged by this exactly when `H 0 0 = H 1 1`, with no condition on the coupling between the polarisations. The proof first writes out the time-reversed matrix entry by entry, in the step `e`, then uses hermiticity to remove the conjugations and compares the result with `H`.

An attempt in Lean 4 with a fault in it:

```lean
import Mathlib

open Matrix

namespace BrightExciton

noncomputable section

/-- Time reversal of a Hamiltonian: complex conjugation together with the exchange of
the two circular polarisations. -/
def timeReversal (H : Matrix (Fin 2) (Fin 2) ℂ) : Matrix (Fin 2) (Fin 2) ℂ :=
  !![0, 1; 1, 0] * H.map star * !![0, 1; 1, 0]

variable {H : Matrix (Fin 2) (Fin 2) ℂ}

/-- A Hermitian exciton Hamiltonian is invariant under time reversal exactly when its
two diagonal entries are equal. -/
theorem timeReversal_eq_iff (hH : H.IsHermitian) :
    timeReversal H = H ↔ H 0 0 = H 1 1 := by
  have e : timeReversal H =
      !![star (H 1 1), star (H 1 0); star (H 0 1), star (H 0 0)] := by
    ext i j
    fin_cases i <;> fin_cases j <;>
      simp [timeReversal, Matrix.mul_apply, Fin.sum_univ_two]
  rw [e, hH.apply 1 1, hH.apply 0 1, hH.apply 1 0, hH.apply 0 0]
  constructor
  · intro h
    simpa using (congrFun (congrFun h 0) 0).symm
  · intro h
    ext i j
    fin_cases i <;> fin_cases j <;> simp [h]

end

end BrightExciton
```

The error:

```
Main.lean:21:68: error: unsolved goals
case «0».«0»
H : Matrix (Fin 2) (Fin 2) ℂ
hH : H.IsHermitian
⊢ (![0, 1] ᵥ* H.map ⇑(starRingEnd ℂ)) 1 = (starRingEnd ℂ) (H 1 1)

case «0».«1»
H : Matrix (Fin 2) (Fin 2) ℂ
hH : H.IsHermitian
⊢ (![0, 1] ᵥ* H.map ⇑(starRingEnd ℂ)) 0 = (starRingEnd ℂ) (H 1 0)

case «1».«0»
H : Matrix (Fin 2) (Fin 2) ℂ
hH : H.IsHermitian
⊢ (![1, 0] ᵥ* H.map ⇑(starRingEnd ℂ)) 1 = (starRingEnd ℂ) (H 0 1)

case «1».«1»
H : Matrix (Fin 2) (Fin 2) ℂ
hH : H.IsHermitian
⊢ (![1, 0] ᵥ* H.map ⇑(starRingEnd ℂ)) 0 = (starRingEnd ℂ) (H 0 0)
```

Diagnosis. The error lies in `e`, and its four goals are the four matrix entries. Each is a true equation that `simp` left unfinished. On the left stands a row vector times a matrix, such as `![0, 1] ᵥ* H.map ...`, evaluated at one index.

`Matrix.mul_apply` was meant to turn each entry of a product into a sum. But `simp` also uses its default rules, and one of these rewrites a product whose left factor is written out in rows, as the swap matrix is, into row vectors times the other factor. `Matrix.mul_apply` speaks of matrix products, not of `ᵥ*`, so it could no longer expand that factor.

The repair expands the products first, with `simp only`, which leaves that default rule out. Both products become sums of entries, and `Matrix.map_apply`, which `simp only` must be given by name, turns entries of `H.map star` into conjugated entries of `H`. After the case split, plain `simp` has only the zeros and ones to evaluate, so it no longer needs the list of lemmas.

As a diff, the version that Lean accepts:

```diff
@@ -21,6 +21,6 @@
       !![star (H 1 1), star (H 1 0); star (H 0 1), star (H 0 0)] := by
     ext i j
-    fin_cases i <;> fin_cases j <;>
-      simp [timeReversal, Matrix.mul_apply, Fin.sum_univ_two]
+    simp only [timeReversal, Matrix.mul_apply, Fin.sum_univ_two, Matrix.map_apply]
+    fin_cases i <;> fin_cases j <;> simp
   rw [e, hH.apply 1 1, hH.apply 0 1, hH.apply 1 0, hH.apply 0 0]
   constructor
```
